# For A + B → 2B and B → A under mass action, the positive steady concentration of A is the same at every total above k2/k1

Let a and b be the concentrations of A and B, and let k1 > 0 and k2 > 0 be the rate constants of A + B → 2B and B → A. At fixed total T = a + b, a steady state with both species present exists if and only if T > k2/k1. It is unique:

a = k2/k1,  b = T − k2/k1.

Any increase of the total above the threshold therefore goes entirely into B; this independence of the steady a from T is what is meant by robustness below. The dynamics lead there too: if B stays present and the total exceeds k2/k1, then a(t) → k2/k1. This is a direct calculation for one well-mixed, deterministic network, not a criterion for finding robustness in others; within that model, the explicit time course can serve as a reference for a rate-equation integrator.

## Mass action in a closed, well-mixed volume

Closed means here that no A or B enters or leaves. The two reactions are treated as irreversible and are not each other's reverse, so a steady state with both species present is a continuing cycle, not a chemical equilibrium. The first reaction runs at rate k1·a·b and the second at k2·b. Each converts one molecule between A and B, so

a' = k2·b − k1·a·b,
b' = k1·a·b − k2·b.

In Lean 4 with Mathlib:

```lean
import Mathlib

open Filter Topology

namespace ConcentrationRobustness

noncomputable section

/-- Mass-action rate of change of `a` for A + B → 2B (constant `k1`) and B → A (constant `k2`). -/
def rateA (k1 k2 a b : ℝ) : ℝ := k2 * b - k1 * a * b

/-- Mass-action rate of change of `b` for the same two reactions. -/
def rateB (k1 k2 a b : ℝ) : ℝ := k1 * a * b - k2 * b
```

Concentrations are real numbers, and their signs are imposed only where stated. `IsPositiveSteady` asks for a > 0, b > 0, total T and both rates zero.

```lean
/-- A steady state with both species present and total concentration `T`. -/
structure IsPositiveSteady (k1 k2 T a b : ℝ) : Prop where
  posA : 0 < a
  posB : 0 < b
  total : a + b = T
  steady : rateA k1 k2 a b = 0 ∧ rateB k1 k2 a b = 0
```

`IsTrajectory` asks for the rate equations at every t ≥ 0. Its derivative at t = 0 is two-sided, so the functions must also be differentiable from the left there. The logistic function `profile` describes the time course of b.

```lean
/-- Concentrations `a t`, `b t` that obey the mass-action equations at all times `t ≥ 0`. -/
structure IsTrajectory (k1 k2 : ℝ) (a b : ℝ → ℝ) : Prop where
  derivA : ∀ t, 0 ≤ t → HasDerivAt a (rateA k1 k2 (a t) (b t)) t
  derivB : ∀ t, 0 ≤ t → HasDerivAt b (rateB k1 k2 (a t) (b t)) t

/-- The logistic time profile with plateau `s`, rate constant `k` and shape parameter `c`. -/
def profile (k s c t : ℝ) : ℝ := s / (1 + c * Real.exp (-(k * s * t)))
```

The same reactions could have been modelled as a random process on molecule counts. That would change the long-time statement: with finitely many molecules, a run of B → A events eventually removes the last B with probability one, after which nothing can happen. The only stationary state then has all molecules in form A.

## A positive autocatalytic constant, k1 > 0

This says that B really does convert A. By hand, a' = 0 factorises as

b·(k2 − k1·a) = 0,

so b = 0 or k1·a = k2, and dividing by k1 gives a = k2/k1. Conversely, either condition makes both rates vanish. In `steady_iff`, `linear_combination` produces the factorisation, `mul_eq_zero` splits it, and `h1` permits the division. If k1 were zero, B would only decay, and no steady state could contain it.

```lean
/-- Both rates vanish exactly when B is absent or A has the concentration `k2 / k1`. -/
theorem steady_iff {k1 k2 a b : ℝ} (h1 : 0 < k1) :
    (rateA k1 k2 a b = 0 ∧ rateB k1 k2 a b = 0) ↔ b = 0 ∨ a = k2 / k1 := by
  constructor
  · rintro ⟨h, _⟩
    unfold rateA at h
    have hf : b * (k2 - k1 * a) = 0 := by linear_combination h
    rcases mul_eq_zero.mp hf with hb | ha
    · exact Or.inl hb
    · right
      rw [eq_div_iff h1.ne']
      linarith
  · have hk : k1 * (k2 / k1) = k2 := by field_simp
    rintro (h | h)
    · simp [rateA, rateB, h]
    · unfold rateA rateB
      rw [h, hk]
      constructor <;> ring
```

## A positive decay constant, k2 > 0

This says that B reverts to A. It makes the candidate value a = k2/k1 positive, which is the step `div_pos h2 h1` in the existence half of the next theorem. With k2 = 0 and B present, all A would be consumed, and a steady state with B present would have a = 0. Uniqueness and the convergence theorem below don't use this condition.

## B present in the steady state, b > 0

Without B neither reaction runs, so b = 0, a = T is steady for any T. The condition b > 0 excludes this state and leaves a = k2/k1; in the proof, `resolve_left h.posB.ne'` does the same. If b = 0 were admitted, a could take any value and the robustness would be lost.

## A total above the threshold, T > k2/k1

The total is fixed because no A or B enters or leaves and each reaction only turns one species into the other. Once a = k2/k1, what remains for B is b = T − k2/k1, which is positive exactly when T > k2/k1. At or below the threshold there is no room for B.

The theorem combines these conditions. Its part `key` gives the values of a and b; the threshold follows from b > 0 in one direction and from exhibiting the state in the other.

```lean
/-- A positive steady state at total `T` exists if and only if `T > k2 / k1`; it is unique,
and its concentration of A is `k2 / k1` for every such total. -/
theorem concentration_robustness {k1 k2 : ℝ} (h1 : 0 < k1) (h2 : 0 < k2) (T : ℝ) :
    ((∃ a b, IsPositiveSteady k1 k2 T a b) ↔ k2 / k1 < T) ∧
      ∀ a b, IsPositiveSteady k1 k2 T a b → a = k2 / k1 ∧ b = T - k2 / k1 := by
  have key : ∀ a b, IsPositiveSteady k1 k2 T a b → a = k2 / k1 ∧ b = T - k2 / k1 := by
    intro a b h
    have ha : a = k2 / k1 := ((steady_iff h1).mp h.steady).resolve_left h.posB.ne'
    exact ⟨ha, by linarith [h.total]⟩
  refine ⟨⟨?_, fun hT => ?_⟩, key⟩
  · rintro ⟨a, b, h⟩
    linarith [(key a b h).2, h.posB]
  · exact ⟨k2 / k1, T - k2 / k1, div_pos h2 h1, by linarith, by ring,
      (steady_iff h1).mpr (Or.inr rfl)⟩
```

## Rate equations obeyed at all t ≥ 0

Adding the two equations gives (a + b)' = 0, so the total keeps its initial value. The first lemma below turns a vanishing derivative on t ≥ 0 into constancy, and the second applies it to a + b. With inflow or outflow this cancellation would generally fail.

```lean
/-- A quantity whose time derivative vanishes for all `t ≥ 0` keeps its initial value. -/
theorem eq_initial_of_deriv_zero {f : ℝ → ℝ} (h : ∀ t, 0 ≤ t → HasDerivAt f 0 t)
    {t : ℝ} (ht : 0 ≤ t) : f t = f 0 :=
  constant_of_has_deriv_right_zero
    (fun x hx => (h x hx.1).continuousAt.continuousWithinAt)
    (fun x hx => (h x hx.1).hasDerivWithinAt) t ⟨ht, le_rfl⟩

/-- The total concentration is conserved along every trajectory. -/
theorem total_conserved {k1 k2 : ℝ} {a b : ℝ → ℝ} (h : IsTrajectory k1 k2 a b)
    {t : ℝ} (ht : 0 ≤ t) : a t + b t = a 0 + b 0 := by
  refine eq_initial_of_deriv_zero (f := fun t => a t + b t) (fun x hx => ?_) ht
  refine ((h.derivA x hx).fun_add (h.derivB x hx)).congr_deriv ?_
  unfold rateA rateB
  ring
```

## B present throughout the motion

Write s = a(0) + b(0) − k2/k1 for the surplus over the threshold. Conservation gives a = k2/k1 + s − b, hence

b' = b·(k1·a − k2) = k1·b·(s − b).

```lean
/-- When the total exceeds `k2 / k1` by `s`, the rate of change of `b` is logistic. -/
theorem rateB_logistic {k1 k2 a b s : ℝ} (h1 : 0 < k1) (h : a + b = k2 / k1 + s) :
    rateB k1 k2 a b = k1 * b * (s - b) := by
  have hk : k1 * (k2 / k1) = k2 := by field_simp
  unfold rateB
  linear_combination k1 * b * h + b * hk
```

As b(t) > 0 at all t ≥ 0, we may set q = s/b − 1. Then

q' = −s·b'/b² = −k1·s·(s − b)/b = −k1·s·q,

so q·exp(k1·s·t) has zero derivative and keeps its initial value s/b(0) − 1. Solving for b gives

b(t) = s / (1 + (s/b(0) − 1)·exp(−k1·s·t)).

The proof follows this route: `hc` is the constant of the motion, `hden` solves it for s/b, and `hb` justifies each division by b. Positivity at all times is assumed here, not derived from b(0) > 0. Without B, a would stay at its initial value.

```lean
/-- A trajectory with B present and total `k2 / k1 + s`, `s > 0`, follows the logistic profile. -/
theorem trajectory_explicit {k1 k2 s : ℝ} {a b : ℝ → ℝ} (h1 : 0 < k1) (hs : 0 < s)
    (h : IsTrajectory k1 k2 a b) (hb : ∀ t, 0 ≤ t → 0 < b t)
    (h0 : a 0 + b 0 = k2 / k1 + s) {t : ℝ} (ht : 0 ≤ t) :
    b t = profile k1 s (s / b 0 - 1) t := by
  -- (s / b - 1) exp (k1 s t) is a constant of the motion
  have hc : (s / b t - 1) * Real.exp (k1 * s * t)
      = (s / b 0 - 1) * Real.exp (k1 * s * 0) := by
    refine eq_initial_of_deriv_zero
      (f := fun t => (s / b t - 1) * Real.exp (k1 * s * t)) (fun x hx => ?_) ht
    have hbx : b x ≠ 0 := (hb x hx).ne'
    have hd := h.derivB x hx
    rw [rateB_logistic h1 ((total_conserved h hx).trans h0)] at hd
    have hq := ((hasDerivAt_const x s).fun_div hd hbx).sub_const 1
    have he := ((hasDerivAt_id' x).const_mul (k1 * s)).exp
    refine (hq.fun_mul he).congr_deriv ?_
    generalize Real.exp (k1 * s * x) = E
    field_simp
    ring
  rw [mul_zero, Real.exp_zero, mul_one] at hc
  have hden : 1 + (s / b 0 - 1) * Real.exp (-(k1 * s * t)) = s / b t := by
    rw [← hc, mul_assoc, ← Real.exp_add, add_neg_cancel, Real.exp_zero]
    ring
  have hbt : b t ≠ 0 := (hb t ht).ne'
  unfold profile
  rw [hden]
  field_simp
```

## A positive surplus, s > 0

The total exceeds what A retains at steady state. Then k1·s > 0, the exponential tends to zero, the denominator tends to 1, and b → s. Since a = k2/k1 + s − b, it follows that a → k2/k1. In the proof these limits are `hE`, `hP` and `hA`; `filter_upwards` restricts the comparison with the trajectory to t ≥ 0. With a negative surplus and positive b, B would die out and a would approach the total instead.

```lean
/-- Along every trajectory with B present and total above `k2 / k1`, the concentration of A
tends to `k2 / k1`. -/
theorem tendsto_robust_value {k1 k2 : ℝ} {a b : ℝ → ℝ} (h1 : 0 < k1)
    (h : IsTrajectory k1 k2 a b) (hb : ∀ t, 0 ≤ t → 0 < b t)
    (hT : k2 / k1 < a 0 + b 0) : Tendsto a atTop (𝓝 (k2 / k1)) := by
  obtain ⟨s, hs⟩ : ∃ s, s = a 0 + b 0 - k2 / k1 := ⟨_, rfl⟩
  have hs0 : 0 < s := by linarith
  have h0 : a 0 + b 0 = k2 / k1 + s := by linarith
  have hE : Tendsto (fun t : ℝ => Real.exp (-(k1 * s * t))) atTop (𝓝 0) :=
    Real.tendsto_exp_neg_atTop_nhds_zero.comp
      (tendsto_id.const_mul_atTop (mul_pos h1 hs0))
  -- the logistic profile approaches its plateau s
  have hP : Tendsto (profile k1 s (s / b 0 - 1)) atTop (𝓝 s) := by
    have hD := (hE.const_mul (s / b 0 - 1)).const_add 1
    rw [mul_zero, add_zero] at hD
    have hq := (tendsto_const_nhds (x := s)).div hD one_ne_zero
    rw [div_one] at hq
    exact hq
  have hA := hP.const_sub (k2 / k1 + s)
  rw [add_sub_cancel_right] at hA
  refine hA.congr' ?_
  filter_upwards [eventually_ge_atTop (0 : ℝ)] with t ht
  rw [← trajectory_explicit h1 hs0 h hb h0 ht]
  linarith [total_conserved h ht]
```

## Initial values that satisfy the dynamical conditions

For every s > 0 and b0 > 0, the profile supplies a trajectory with b(0) = b0. Put E = exp(−k1·s·t) and D = 1 + (s/b0 − 1)·E. For t ≥ 0, 0 < E ≤ 1, so

D = (1 − E) + (s/b0)·E > 0.

Thus b = s/D is positive. Since D' = −k1·s·(D − 1),

b' = −s·D'/D² = k1·s²·(D − 1)/D² = k1·b·(s − b).

The proof establishes these two facts as `hD` and `hB`; the equation for a follows because a + b is constant. The theorem does not assert that a is positive: a physical starting point also needs b0 ≤ k2/k1 + s, so that a(0) ≥ 0.

```lean
/-- For every surplus `s > 0` and initial value `b0 > 0`, the logistic profile gives a trajectory
with total `k2 / k1 + s` that starts at `b0` and keeps B present. -/
theorem trajectory_witness {k1 k2 s b0 : ℝ} (h1 : 0 < k1) (hs : 0 < s) (hb0 : 0 < b0) :
    IsTrajectory k1 k2 (fun t => k2 / k1 + s - profile k1 s (s / b0 - 1) t)
        (profile k1 s (s / b0 - 1)) ∧
      profile k1 s (s / b0 - 1) 0 = b0 ∧
      ∀ t, 0 ≤ t → 0 < profile k1 s (s / b0 - 1) t := by
  -- the denominator stays positive for t ≥ 0
  have hD : ∀ t, 0 ≤ t → 0 < 1 + (s / b0 - 1) * Real.exp (-(k1 * s * t)) := by
    intro t ht
    have hE1 : Real.exp (-(k1 * s * t)) ≤ 1 := by
      apply Real.exp_le_one_iff.mpr
      have : 0 ≤ k1 * s * t := by positivity
      linarith
    have hp : 0 < s / b0 * Real.exp (-(k1 * s * t)) := by positivity
    linarith
  have hB : ∀ t, 0 ≤ t → HasDerivAt (profile k1 s (s / b0 - 1))
      (rateB k1 k2 (k2 / k1 + s - profile k1 s (s / b0 - 1) t)
        (profile k1 s (s / b0 - 1) t)) t := by
    intro t ht
    have hne := (hD t ht).ne'
    have he := ((hasDerivAt_id' t).const_mul (k1 * s)).fun_neg.exp
    have hd := (he.const_mul (s / b0 - 1)).const_add 1
    refine ((hasDerivAt_const t s).fun_div hd hne).congr_deriv ?_
    rw [rateB_logistic h1 (sub_add_cancel _ _)]
    unfold profile
    generalize Real.exp (-(k1 * s * t)) = E at hne ⊢
    generalize s / b0 - 1 = c at hne ⊢
    field_simp
    ring
  refine ⟨⟨fun t ht => ?_, hB⟩, ?_, fun t ht => div_pos hs (hD t ht)⟩
  · refine ((hB t ht).const_sub (k2 / k1 + s)).congr_deriv ?_
    unfold rateA rateB
    ring
  · unfold profile
    rw [mul_zero, neg_zero, Real.exp_zero, mul_one, add_sub_cancel]
    field_simp

end

end ConcentrationRobustness
```

```lean
#print axioms ConcentrationRobustness.concentration_robustness
#print axioms ConcentrationRobustness.tendsto_robust_value
```

```
'ConcentrationRobustness.concentration_robustness' depends on axioms: [propext, Classical.choice, Quot.sound]
'ConcentrationRobustness.tendsto_robust_value' depends on axioms: [propext, Classical.choice, Quot.sound]
```
